# Matrix elements of an invariant operator between symmetry partners: ⟨u_i, H v_j⟩ = c δ_ij

Take two sets of d functions, u_i and v_j, that the symmetry operations of a molecule mix among themselves in the same way, such as two pairs of orbitals of (x, y) type in a square-planar complex. For an operator H without that symmetry, the block of integrals ⟨u_i, H v_j⟩ is in general d² unrelated numbers. Nothing then forbids H from coupling an x-type function to a y-type function, and nothing makes the x–x integral equal the y–y integral, so even with v = u the partners could have different energy expectation values. The result below reduces the block to a single number c times the unit matrix, provided H is invariant, the mixing matrices are unitary, and only multiples of the unit matrix commute with all of them (as for an irreducible complex representation; a real (x, y) pair under rotations about one axis alone does not qualify). In a symmetry-adapted basis this fixes the shape of Hamiltonian, Fock and overlap blocks, for finite multiplets and for operators that commute exactly with every symmetry operation.

## The objects

```lean
import Mathlib

open Matrix
open scoped InnerProductSpace

namespace ReducedMatrixElement

noncomputable section

variable {E : Type*} [NormedAddCommGroup E] [InnerProductSpace ℂ E]
variable {G m n : Type*} [Fintype m] [Fintype n] [DecidableEq m] [DecidableEq n]
```

`E` is the space of states, a complex vector space with an inner product; it may have any dimension and need not be complete. `G` is a set of labels g for symmetry operations. It carries no multiplication, so a list of generators serves as well as a whole group. `m` and `n` are finite index sets for the members of a multiplet. Lean writes the inner product ⟨x, y⟩ as `⟪x, y⟫_ℂ`, conjugate-linear in x and linear in y, as in Dirac's convention.

```lean
/-- The vectors `u j` transform under the unitary operators `U g` by the matrices `D g`:
`U(g) u_j = ∑_i D(g)_ij u_i`. -/
def Transforms (U : G → E ≃ₗᵢ[ℂ] E) (D : G → Matrix n n ℂ) (u : n → E) : Prop :=
  ∀ g j, U g (u j) = ∑ i, D g i j • u i
```

A definition ending in `Prop` names a statement. `U` assigns to each g an element of `E ≃ₗᵢ[ℂ] E`, an invertible linear map that preserves norms, that is, a unitary operator U(g). `D` assigns to each g an n × n complex matrix D(g), and `u` is a family of vectors u_j. The dot `•` multiplies a vector by a number. The statement is

    U(g) u_j = Σ_i D(g)_ij u_i   for all g and j,

with the sum on the row index: column j of D(g) holds the components of the transformed u_j. The vectors are not assumed normalised, orthogonal or independent.

```lean
/-- The operator `H` commutes with every symmetry operator `U g`. -/
def Invariant (U : G → E ≃ₗᵢ[ℂ] E) (H : E →ₗ[ℂ] E) : Prop :=
  ∀ g x, H (U g x) = U g (H x)
```

`E →ₗ[ℂ] E` is a linear operator H, and invariance means H U(g) x = U(g) H x for every g and every vector x. H need not be Hermitian or bounded, but it must map all of `E` into `E`; for an unbounded Hamiltonian, `E` can be a domain that H and the U(g) preserve. In a calculation with a finite basis whose span the U(g) preserve, `E` can be that span, with H followed by the orthogonal projection onto it: the matrix elements stay the same, and so does the invariance.

```lean
/-- Every matrix commuting with all `D g` is a multiple of the identity. -/
def ScalarCommutant (D : G → Matrix n n ℂ) : Prop :=
  ∀ M : Matrix n n ℂ, (∀ g, D g * M = M * D g) → ∃ c : ℂ, M = c • (1 : Matrix n n ℂ)
```

Every matrix M with D(g) M = M D(g) for all g has the form c·1, with c a complex number and 1 the unit matrix. For a finite-dimensional irreducible complex representation this property is the conclusion of Schur's lemma. Here it is a hypothesis, and irreducibility is never defined.

```lean
/-- The matrix of elements `⟨u_i, H v_j⟩`. -/
def matrixElements (H : E →ₗ[ℂ] E) (u : m → E) (v : n → E) : Matrix m n ℂ :=
  Matrix.of fun i j => ⟪u i, H (v j)⟫_ℂ
```

The matrix M has entries M_ij = ⟨u_i, H v_j⟩, with i in `m` and j in `n`. It is rectangular when the two multiplets differ in size.

## From invariance to intertwining

```lean
omit [DecidableEq m] [DecidableEq n] in
/-- For an invariant `H`, with `u` transforming by `D₁` and `v` by `D₂`, the matrix `M` of
elements obeys `D₁(g)† M D₂(g) = M`. -/
theorem matrixElements_invariant {U : G → E ≃ₗᵢ[ℂ] E} {H : E →ₗ[ℂ] E}
    {D₁ : G → Matrix m m ℂ} {D₂ : G → Matrix n n ℂ} {u : m → E} {v : n → E}
    (hu : Transforms U D₁ u) (hv : Transforms U D₂ v) (hH : Invariant U H) (g : G) :
    (D₁ g)ᴴ * matrixElements H u v * D₂ g = matrixElements H u v := by
  ext i j
  -- unitarity of U and invariance of H
  have h1 : ⟪U g (u i), H (U g (v j))⟫_ℂ = ⟪u i, H (v j)⟫_ℂ := by
    rw [hH g, LinearIsometryEquiv.inner_map_map]
  -- expand both rotated vectors
  rw [hu g i, hv g j, map_sum, inner_sum] at h1
  simp only [matrixElements, Matrix.mul_apply, Matrix.of_apply, Matrix.conjTranspose_apply]
  rw [← h1]
  refine Finset.sum_congr rfl fun k _ => ?_
  rw [map_smul, inner_smul_right, sum_inner, mul_comm]
  congr 1
  refine Finset.sum_congr rfl fun l _ => ?_
  rw [inner_smul_left]
  rfl
```

The arguments before the last colon are the assumptions: `hu` says that u transforms by matrices D₁(g), `hv` that v transforms by D₂(g), `hH` that H is invariant. The superscript `ᴴ` is the conjugate transpose †. The claim is D₁(g)† M D₂(g) = M for each g.

By hand, fix g and write U, D₁, D₂ for U(g), D₁(g), D₂(g). Invariance moves U past H, and unitarity removes it from both slots:

    ⟨U u_i, H U v_j⟩ = ⟨U u_i, U H v_j⟩ = ⟨u_i, H v_j⟩ = M_ij.

Now insert U u_i = Σ_l (D₁)_li u_l and U v_j = Σ_k (D₂)_kj v_k on the left. H is linear, coefficients leave the second slot unchanged and the first slot conjugated (a star marks the complex conjugate):

    ⟨U u_i, H U v_j⟩ = Σ_k ( Σ_l (D₁)_li* ⟨u_l, H v_k⟩ ) (D₂)_kj = Σ_k ( Σ_l (D₁†)_il M_lk ) (D₂)_kj = (D₁† M D₂)_ij.

In Lean, `ext i j` reduces the matrix equation to the entry (i, j), and `h1` is the first display, with `LinearIsometryEquiv.inner_map_map` for ⟨U x, U y⟩ = ⟨x, y⟩. The next `rw` inserts the two expansions. The two uses of `Finset.sum_congr` compare the sums term by term, first over `k` and then over `l`; `inner_smul_right` takes out (D₂)_kj and `inner_smul_left` takes out the conjugated (D₁)_li. An easy slip at this step is to drop that conjugation and arrive at the transpose D₁ᵀ in place of D₁†. Real representation matrices hide the error, and complex ones expose it.

```lean
omit [DecidableEq n] in
/-- If moreover `D₁(g)` is unitary, the matrix of elements intertwines the two sets of
matrices: `D₁(g) M = M D₂(g)`. -/
theorem matrixElements_intertwines {U : G → E ≃ₗᵢ[ℂ] E} {H : E →ₗ[ℂ] E}
    {D₁ : G → Matrix m m ℂ} {D₂ : G → Matrix n n ℂ} {u : m → E} {v : n → E}
    (hD : ∀ g, D₁ g ∈ Matrix.unitaryGroup m ℂ)
    (hu : Transforms U D₁ u) (hv : Transforms U D₂ v) (hH : Invariant U H) (g : G) :
    D₁ g * matrixElements H u v = matrixElements H u v * D₂ g := by
  have hU : D₁ g * (D₁ g)ᴴ = 1 := Matrix.mem_unitaryGroup_iff.mp (hD g)
  calc D₁ g * matrixElements H u v
      = D₁ g * ((D₁ g)ᴴ * matrixElements H u v * D₂ g) := by
        rw [matrixElements_invariant hu hv hH g]
    _ = (D₁ g * (D₁ g)ᴴ) * matrixElements H u v * D₂ g := by
        simp only [Matrix.mul_assoc]
    _ = matrixElements H u v * D₂ g := by rw [hU, Matrix.one_mul]
```

The new assumption `hD` says that each D₁(g) is a unitary matrix; D₂ is left free. Multiply the previous identity by D₁ from the left and use D₁ D₁† = 1:

    D₁ M = D₁ (D₁† M D₂) = (D₁ D₁†) M D₂ = M D₂.

The `calc` block is this chain, one equality per line, and `hU` is D₁ D₁† = 1. A matrix with D₁(g) M = M D₂(g) for all g is called an intertwiner.

## The reduced matrix element

```lean
/-- Main result: if `u` and `v` both transform by unitary matrices `D g` with scalar commutant
and `H` is invariant, then `⟨u_i, H v_j⟩ = c δ_ij` for one constant `c`. -/
theorem reduced_matrix_element {U : G → E ≃ₗᵢ[ℂ] E} {H : E →ₗ[ℂ] E}
    {D : G → Matrix n n ℂ} {u v : n → E}
    (hD : ∀ g, D g ∈ Matrix.unitaryGroup n ℂ) (hS : ScalarCommutant D)
    (hu : Transforms U D u) (hv : Transforms U D v) (hH : Invariant U H) :
    ∃ c : ℂ, ∀ i j, ⟪u i, H (v j)⟫_ℂ = if i = j then c else 0 := by
  obtain ⟨c, hc⟩ := hS _ (matrixElements_intertwines hD hu hv hH)
  refine ⟨c, fun i j => ?_⟩
  have h := congrFun (congrFun hc i) j
  simpa [matrixElements, Matrix.one_apply] using h
```

Both families now transform by the same unitary matrices D(g), entry for entry and not only up to a change of basis, and `hS` is the scalar commutant. The conclusion reads: there is a complex c such that for all i and j the element is c when i = j and 0 otherwise,

    ⟨u_i, H v_j⟩ = c δ_ij.

With D₁ = D₂ = D the intertwining relation says that M commutes with every D(g), so `hS` gives M = c·1; `obtain` names the constant `c` and the equation `hc`. The term `congrFun (congrFun hc i) j` reads off the entry (i, j) of a matrix equation. It works because a Mathlib matrix is a function of two indices, and it is reusable wherever a matrix identity has to be turned into equations between numbers.

The order of quantifiers carries half the content. `∃ c` stands before `∀ i j`, so one constant serves every partner. With the order reversed the statement would allow a different c for each i and would keep only the vanishing of off-diagonal elements. The constant depends on u, v and H, and may be zero or complex.

This is the scalar-operator case of the Wigner–Eckart theorem, where the coupling coefficient is δ_ij. Operators that the symmetry operations change, such as the x and y components of the dipole moment in a square-planar complex, fail `Invariant` and are not covered; a component that every operation leaves fixed, such as the one along the axis of a molecule of C₃ᵥ symmetry, is invariant and is covered. In the smallest non-empty case, a single partner, every 1 × 1 matrix is scalar and the statement only names the one element c.

Unitarity of D matters, as the following example shows; it is worked on paper and has not been put through Lean. In ℂ² with orthonormal basis e_0, e_1, let the U(g) be the Pauli matrices X and Z, let H be the identity, and take u = v with u_0 = e_0 and u_1 = 2e_1. Then X u_0 = ½ u_1 and X u_1 = 2 u_0, so D(X) has off-diagonal entries 2 and ½ and is not unitary, while D(Z) = Z. The commutant is still scalar, since these matrices are X and Z in a rescaled basis. Yet M = diag(1, 4). When D is unitary and its commutant scalar, the theorem with H the identity and v = u yields ⟨u_i, u_j⟩ = c δ_ij, so that the partners are orthogonal and of equal norm without this being assumed.

```lean
/-- Under the same conditions each diagonal element `⟨u_i, H v_i⟩` equals the average
`(1/d) ∑_k ⟨u_k, H v_k⟩` over the `d` partners. -/
theorem reduced_matrix_element_average {U : G → E ≃ₗᵢ[ℂ] E} {H : E →ₗ[ℂ] E}
    {D : G → Matrix n n ℂ} {u v : n → E}
    (hD : ∀ g, D g ∈ Matrix.unitaryGroup n ℂ) (hS : ScalarCommutant D)
    (hu : Transforms U D u) (hv : Transforms U D v) (hH : Invariant U H) (i : n) :
    ⟪u i, H (v i)⟫_ℂ = (∑ k, ⟪u k, H (v k)⟫_ℂ) / (Fintype.card n : ℂ) := by
  obtain ⟨c, hc⟩ := reduced_matrix_element hD hS hu hv hH
  have : Nonempty n := ⟨i⟩
  have hd : (Fintype.card n : ℂ) ≠ 0 := Nat.cast_ne_zero.mpr Fintype.card_ne_zero
  rw [eq_div_iff hd]
  simp [hc, mul_comm]
```

`Fintype.card n` is the number d of partners. Each diagonal element equals the average of all of them:

    ⟨u_i, H v_i⟩ = (1/d) Σ_k ⟨u_k, H v_k⟩.

Every diagonal element is c, so the sum is d·c and c = (1/d) tr M. The given index `i` shows that `n` is non-empty, so d ≠ 0 (`hd`), and `eq_div_iff` clears the denominator to leave c·d = Σ_k c.

## Selection rules

```lean
omit [DecidableEq n] in
/-- Selection rule: if zero is the only matrix intertwining the unitary `D₁` with `D₂`,
all elements `⟨u_i, H v_j⟩` of an invariant `H` vanish. -/
theorem selection_rule {U : G → E ≃ₗᵢ[ℂ] E} {H : E →ₗ[ℂ] E}
    {D₁ : G → Matrix m m ℂ} {D₂ : G → Matrix n n ℂ} {u : m → E} {v : n → E}
    (hD : ∀ g, D₁ g ∈ Matrix.unitaryGroup m ℂ)
    (hne : ∀ M : Matrix m n ℂ, (∀ g, D₁ g * M = M * D₂ g) → M = 0)
    (hu : Transforms U D₁ u) (hv : Transforms U D₂ v) (hH : Invariant U H) (i : m) (j : n) :
    ⟪u i, H (v j)⟫_ℂ = 0 :=
  congrFun (congrFun (hne _ (matrixElements_intertwines hD hu hv hH)) i) j
```

The two families transform by D₁ and D₂, possibly of different sizes, and `hne` says that the zero matrix is their only intertwiner. M is an intertwiner, hence M = 0, and its entry (i, j) is the claim ⟨u_i, H v_j⟩ = 0. The proof is that sentence written as one term. For inequivalent irreducible representations `hne` is the other half of Schur's lemma, and again it is assumed, not derived.

```lean
/-- If `u` and `v` are multiplied by different numbers `a ≠ b`, with `|a| = 1`, under a unitary
`W` commuting with `H`, then `⟨u, H v⟩ = 0`. -/
theorem selection_rule_one_dim (W : E ≃ₗᵢ[ℂ] E) (H : E →ₗ[ℂ] E) (u v : E) (a b : ℂ)
    (hH : ∀ x, H (W x) = W (H x)) (hu : W u = a • u) (hv : W v = b • v)
    (ha : starRingEnd ℂ a * a = 1) (hab : a ≠ b) : ⟪u, H v⟫_ℂ = 0 := by
  have h1 : ⟪W u, H (W v)⟫_ℂ = ⟪u, H v⟫_ℂ := by
    rw [hH, LinearIsometryEquiv.inner_map_map]
  rw [hu, hv, map_smul, inner_smul_left, inner_smul_right] at h1
  have h2 : (a - b) * ⟪u, H v⟫_ℂ = 0 := by
    linear_combination (-a) * h1 + (b * ⟪u, H v⟫_ℂ) * ha
  exact (mul_eq_zero.mp h2).resolve_left (sub_ne_zero.mpr hab)
```

This version needs one unitary W commuting with H, and vectors with W u = a u and W v = b v. `starRingEnd ℂ a` is a*, so `ha` is |a|² = 1, and `hab` is a ≠ b. Write μ = ⟨u, H v⟩. As before ⟨W u, H W v⟩ = μ, and taking out the numbers gives

    a* b μ = μ.

Multiplying by a and using a* a = 1 gives b μ = a μ, so (a − b) μ = 0 and μ = 0. After the rewrite `h1` is the displayed equation. `linear_combination` takes −a times `h1` plus b μ times `ha` and checks by ring arithmetic that the sum is the goal `h2`; `mul_eq_zero` then discards the factor a − b. With W the inversion, a = 1 and b = −1, an inversion-symmetric H has no element between an even and an odd state.

## A doublet occurring twice

```lean
/-- The Pauli matrices `X` (for `true`) and `Z` (for `false`). -/
def pauli : Bool → Matrix (Fin 2) (Fin 2) ℂ
  | true => !![0, 1; 1, 0]
  | false => !![1, 0; 0, -1]
```

The label set is `Bool`, with two elements: `true` gives X and `false` gives Z. The notation `!![0, 1; 1, 0]` lists rows, and `Fin 2` is the index set {0, 1}. On coordinates (x, y), X is the reflection in the diagonal and Z the reflection y → −y, two generators of the symmetry group of a square.

```lean
/-- The Pauli matrices `X` and `Z` are unitary and only multiples of the identity commute
with both. -/
theorem pauli_witness :
    (∀ g, pauli g ∈ Matrix.unitaryGroup (Fin 2) ℂ) ∧ ScalarCommutant pauli := by
  constructor
  · intro g
    rw [Matrix.mem_unitaryGroup_iff]
    cases g <;> ext i j <;> fin_cases i <;> fin_cases j <;>
      simp [pauli, Matrix.mul_apply, Fin.sum_univ_two, Matrix.star_apply]
  · intro M hM
    have hX0 := congrFun (congrFun (hM true) 0) 0
    have hX1 := congrFun (congrFun (hM true) 0) 1
    have hZ := congrFun (congrFun (hM false) 0) 1
    simp [pauli, Matrix.mul_apply, Fin.sum_univ_two] at hX0 hX1 hZ
    have h01 : M 0 1 = 0 := by linear_combination (1 / 2 : ℂ) * hZ
    have h10 : M 1 0 = 0 := hX0.trans h01
    refine ⟨M 0 0, ?_⟩
    ext i j
    fin_cases i <;> fin_cases j <;> simp [h01, h10, hX1]
```

Both matrices are unitary, checked entry by entry, and their commutant is scalar. For a 2 × 2 matrix M, the entries (0,0) and (0,1) of X M = M X and the entry (0,1) of Z M = M Z give

    M_10 = M_01,   M_11 = M_00,   M_01 = −M_01.

These are `hX0`, `hX1` and `hZ`. The third gives M_01 = 0 (`h01`), the first then M_10 = 0 (`h10`), and M = M_00·1.

```lean
/-- The linear action `(A ⊗ 1)` of a `2 × 2` matrix on the first index of `ℂ² ⊗ ℂ²`. -/
def actLeft (A : Matrix (Fin 2) (Fin 2) ℂ) :
    EuclideanSpace ℂ (Fin 2 × Fin 2) →ₗ[ℂ] EuclideanSpace ℂ (Fin 2 × Fin 2) where
  toFun x := WithLp.toLp 2 fun p => A p.1 0 * x (0, p.2) + A p.1 1 * x (1, p.2)
  map_add' x y := by ext p; simp; ring
  map_smul' c x := by ext p; simp; ring
```

The state space is ℂ² ⊗ ℂ², vectors x with components x(a, s) for a and s in {0, 1}, under the standard inner product; `p.1` and `p.2` are a and s. A 2 × 2 matrix A acts on the first index:

    ((A ⊗ 1) x)(a, s) = A_a0 x(0, s) + A_a1 x(1, s).

```lean
/-- The unitary operators `X ⊗ 1` and `Z ⊗ 1` on `ℂ² ⊗ ℂ²`. -/
def pauliU (g : Bool) :
    EuclideanSpace ℂ (Fin 2 × Fin 2) ≃ₗᵢ[ℂ] EuclideanSpace ℂ (Fin 2 × Fin 2) :=
  { LinearEquiv.ofInvolutive (actLeft (pauli g)) (by
      intro x
      ext ⟨a, b⟩
      cases g <;> fin_cases a <;> simp [actLeft, pauli]) with
    norm_map' := by
      intro x
      change ‖actLeft (pauli g) x‖ = ‖x‖
      rw [EuclideanSpace.norm_eq, EuclideanSpace.norm_eq]
      congr 1
      cases g <;> simp [actLeft, pauli, Fintype.sum_prod_type, Fin.sum_univ_two]
      ring }
```

The operators X ⊗ 1 and Z ⊗ 1 become the U(g). Each squares to the identity and is therefore its own inverse, which is what `LinearEquiv.ofInvolutive` uses. Each preserves Σ |x(a, s)|², because X ⊗ 1 permutes the components and Z ⊗ 1 changes only signs.

```lean
/-- The operator `1 ⊗ X` exchanging the two values of the second index. -/
def swapRight : EuclideanSpace ℂ (Fin 2 × Fin 2) →ₗ[ℂ] EuclideanSpace ℂ (Fin 2 × Fin 2) where
  toFun x := WithLp.toLp 2 fun p => x (p.1, p.2.rev)
  map_add' x y := by ext p; simp
  map_smul' c x := by ext p; simp
```

The operator H is 1 ⊗ X. On `Fin 2`, `rev` exchanges 0 and 1, so (H x)(a, s) = x(a, 1 − s).

```lean
/-- The basis vectors `e_i ⊗ e_s` with fixed second index `s`. -/
def partner (s i : Fin 2) : EuclideanSpace ℂ (Fin 2 × Fin 2) :=
  EuclideanSpace.single (i, s) 1
```

`partner s i` is the unit vector e_i ⊗ e_s. The copy label s comes first in Lean, so that `partner 0` is the family u_i = e_i ⊗ e_0 and `partner 1` is the family v_j = e_j ⊗ e_1.

```lean
/-- Both families `e_i ⊗ e_0` and `e_i ⊗ e_1` transform by the Pauli matrices, `1 ⊗ X` is
invariant, and its matrix of elements between the two families is the identity. -/
theorem two_copies_witness :
    Transforms pauliU pauli (partner 0) ∧ Transforms pauliU pauli (partner 1) ∧
      Invariant pauliU swapRight ∧ matrixElements swapRight (partner 0) (partner 1) = 1 := by
  have hT : ∀ s, Transforms pauliU pauli (partner s) := by
    intro s g j
    change actLeft (pauli g) (partner s j) = _
    ext ⟨a, b⟩
    fin_cases j <;> fin_cases a <;> fin_cases b <;> fin_cases s <;>
      simp [actLeft, partner, Fin.sum_univ_two]
  refine ⟨hT 0, hT 1, fun g x => rfl, ?_⟩
  ext i j
  fin_cases i <;> fin_cases j <;>
    simp [matrixElements, partner, swapRight, EuclideanSpace.inner_single_left, Fin.rev]

end

end ReducedMatrixElement
```

The four statements joined by `∧` say that u and v both transform by the Pauli matrices, that H is invariant, and that M is the unit matrix. The first two come from `hT`, which checks component by component that

    (A ⊗ 1)(e_j ⊗ e_s) = Σ_i A_ij e_i ⊗ e_s

for A equal to X or Z. Invariance is closed by `rfl`: the two operators act on different indices, and both orders unfold to the same expression. Finally H v_j = e_j ⊗ e_0 = u_j, so M_ij = ⟨u_i, u_j⟩ = δ_ij. With `pauli_witness` this meets every assumption of `reduced_matrix_element`, with d = 2 and c = 1. The two doublets span orthogonal subspaces and H still couples them, partner to matching partner, so an invariant operator need not be diagonal in a basis where a representation occurs more than once.

```lean
#print axioms ReducedMatrixElement.reduced_matrix_element
#print axioms ReducedMatrixElement.reduced_matrix_element_average
#print axioms ReducedMatrixElement.selection_rule
#print axioms ReducedMatrixElement.selection_rule_one_dim
```

```
'ReducedMatrixElement.reduced_matrix_element' depends on axioms: [propext, Classical.choice, Quot.sound]
'ReducedMatrixElement.reduced_matrix_element_average' depends on axioms: [propext, Classical.choice, Quot.sound]
'ReducedMatrixElement.selection_rule' depends on axioms: [propext, Classical.choice, Quot.sound]
'ReducedMatrixElement.selection_rule_one_dim' depends on axioms: [propext, Classical.choice, Quot.sound]
```
